# A two-level avoided crossing bounds the convergence radius of its energy series

## Why does the series fail when the gap never closes?

Take two levels with unperturbed gap \(D>0\), coupling \(xv\) with \(v\neq0\), and a relative shift \(xw\), all real:

\[
H(x)=\begin{pmatrix}0&xv\\xv&D+xw\end{pmatrix}.
\]

I expand the lower energy \(E_-(x)\) in powers of the perturbation strength \(x\). For \(D=v=1\), \(w=0\) the gap is \(\sqrt{1+4x^2}\), which only widens as \(x\) grows. Yet the series \(-x^2+x^4-2x^6+5x^8-\dots\) has partial sums \(-1,0,-2,3,\dots\) at \(x=1\). What goes wrong, if the levels never come near each other?

## The levels meet at a complex perturbation strength

A power series converges on discs in the complex plane, so complex strengths \(z\) matter even if only real ones are physical. The energies solve

\[
E^2-(D+zw)E-(zv)^2=0,
\]

with discriminant

\[
\Delta(z)=(D+zw)^2+4z^2v^2=(D+zw+2ivz)(D+zw-2ivz).
\]

For real \(z\), \(\Delta=0\) would need \(zv=0\), hence \(z=0\), but \(\Delta(0)=D^2>0\). For complex \(z\) it vanishes at

\[
p=\frac{D}{-w+2iv},\qquad |p|=\frac{D}{\sqrt{w^2+4v^2}},
\]

and at the conjugate point. In the example above \(p=-i/2\), so the trouble starts at radius \(1/2\).

Suppose a series \(F(z)=\sum_n c_nz^n\) converges for \(|z|<R\) with \(R>|p|\), and equals \(E_-\) for small real \(z\). Then \(F\) is holomorphic on a disc containing \(p\), and so is

\[
G(z)=F(z)^2-(D+zw)F(z)-(zv)^2 .
\]

\(G\) vanishes at small real \(z\), so by the identity theorem it vanishes on the whole disc. At \(p\),

\[
\bigl(2F(p)-(D+pw)\bigr)^2=4G(p)+\Delta(p)=0 .
\]

Since \(D+pw=2ivp\), this gives \(F(p)=ivp\). Differentiating \(G=0\) at \(p\),

\[
0=\bigl(2F(p)-(D+pw)\bigr)F'(p)-wF(p)-2pv^2 .
\]

The first term is zero, which leaves

\[
0=-iwvp-2v^2p=ivp(-w+2iv)=ivD .
\]

This contradicts \(v\neq0\) and \(D>0\), so no such series exists.

The divergence at \(x=1\) follows: a power series that converges at \(x_0\) converges for all \(|z|<|x_0|\), which is impossible here once \(|x_0|>|p|\). In a finite basis, the \(1/Z\) expansion of an atom's energy, whose scaled Hamiltonian is also linear in the expansion parameter, can be limited in the same way by complex degeneracies. The two-state model leaves out the continuum, which can also limit the series for a real atom.

In the Lean file, `hamiltonian` is defined over any commutative ring, so one matrix serves real and complex strengths. `lowerEnergy` and `upperEnergy` are the two real roots, `branchPoint` is \(p\), and `branchRadius` is \(D/\sqrt{w^2+4v^2}\). `IsEnergySeries D v w R c` says that the series with complex coefficients `c` converges at every complex \(|z|<R\) and sums to the lower energy for real \(|x|<\varepsilon\), for some \(\varepsilon>0\). The main theorem, `no_energySeries`, says that for \(D>0\), \(v\neq0\) and `branchRadius D v w < R`, no `c` has this property. It is an upper bound on the radius and leaves open whether a series converges all the way up to it. The condition \(v\neq0\) keeps the levels coupled; at \(v=0\) the lower energy is zero near \(x=0\), and the zero series converges everywhere.

```lean
import Mathlib

open Filter Topology Matrix Complex

namespace AvoidedCrossing

noncomputable section

/-- Two-level Hamiltonian with gap `D`, coupling `x v` and level shift `x w`, for a real or
complex perturbation strength `x`. -/
def hamiltonian {K : Type*} [CommRing K] (D v w x : K) : Matrix (Fin 2) (Fin 2) K :=
  !![0, x * v; x * v, D + x * w]

/-- The lower energy at real perturbation strength `x`. -/
def lowerEnergy (D v w x : ℝ) : ℝ :=
  (D + x * w - √((D + x * w) ^ 2 + 4 * (x * v) ^ 2)) / 2

/-- The upper energy at real perturbation strength `x`. -/
def upperEnergy (D v w x : ℝ) : ℝ :=
  (D + x * w + √((D + x * w) ^ 2 + 4 * (x * v) ^ 2)) / 2

/-- The complex perturbation strength `D / (-w + 2 i v)`, for `v` and `w` not both zero. -/
def branchPoint (D v w : ℝ) : ℂ := D / (-w + 2 * v * I)

/-- The radius `D / √(w² + 4 v²)`, for `v` and `w` not both zero. -/
def branchRadius (D v w : ℝ) : ℝ := D / √(w ^ 2 + 4 * v ^ 2)

/-- The power series with coefficients `c` converges for all complex `|z| < R` and sums to the
lower energy for all sufficiently small real `x`. -/
def IsEnergySeries (D v w R : ℝ) (c : ℕ → ℂ) : Prop :=
  (∀ z : ℂ, ‖z‖ < R → Summable fun n => c n * z ^ n) ∧
    ∃ ε > 0, ∀ x : ℝ, |x| < ε →
      HasSum (fun n => c n * (x : ℂ) ^ n) (lowerEnergy D v w x : ℂ)

/-- The secular determinant of the two-level Hamiltonian is a quadratic in the energy. -/
theorem secular_determinant {K : Type*} [CommRing K] (D v w x E : K) :
    (hamiltonian D v w x - E • (1 : Matrix (Fin 2) (Fin 2) K)).det =
      E ^ 2 - (D + x * w) * E - (x * v) ^ 2 := by
  simp [Matrix.det_fin_two, hamiltonian]
  ring

/-- The eigenvalues of the real Hamiltonian are exactly the lower and the upper energy. -/
theorem eigenvalue_iff (D v w x E : ℝ) :
    (∃ ψ : Fin 2 → ℝ, ψ ≠ 0 ∧ hamiltonian D v w x *ᵥ ψ = E • ψ) ↔
      E = lowerEnergy D v w x ∨ E = upperEnergy D v w x := by
  have key : ∀ ψ : Fin 2 → ℝ, hamiltonian D v w x *ᵥ ψ = E • ψ ↔
      (hamiltonian D v w x - E • (1 : Matrix (Fin 2) (Fin 2) ℝ)) *ᵥ ψ = 0 := by
    intro ψ
    rw [Matrix.sub_mulVec, Matrix.smul_mulVec, Matrix.one_mulVec, sub_eq_zero]
  have hs := Real.sq_sqrt (show 0 ≤ (D + x * w) ^ 2 + 4 * (x * v) ^ 2 by positivity)
  have hfac : E ^ 2 - (D + x * w) * E - (x * v) ^ 2 =
      (E - lowerEnergy D v w x) * (E - upperEnergy D v w x) := by
    unfold lowerEnergy upperEnergy
    linear_combination hs / 4
  simp only [key]
  rw [Matrix.exists_mulVec_eq_zero_iff, secular_determinant, hfac, mul_eq_zero,
    sub_eq_zero, sub_eq_zero]

/-- For nonzero gap and nonzero coupling constant the two levels never meet at real `x`. -/
theorem lower_lt_upper {D v : ℝ} (hD : D ≠ 0) (hv : v ≠ 0) (w x : ℝ) :
    lowerEnergy D v w x < upperEnergy D v w x := by
  have h : 0 < (D + x * w) ^ 2 + 4 * (x * v) ^ 2 := by
    rcases eq_or_ne x 0 with rfl | hx
    · have h0 : (D + 0 * w) ^ 2 + 4 * (0 * v) ^ 2 = D ^ 2 := by ring
      rw [h0]
      positivity
    · positivity
  have hs := Real.sqrt_pos.2 h
  unfold lowerEnergy upperEnergy
  linarith

/-- For `D ≥ 0` and `v ≠ 0` the modulus of the branch point times `√(w² + 4 v²)` is `D`. -/
theorem norm_branchPoint_mul {D v : ℝ} (hD : 0 ≤ D) (hv : v ≠ 0) (w : ℝ) :
    ‖branchPoint D v w‖ * √(w ^ 2 + 4 * v ^ 2) = D := by
  have hS : 0 < √(w ^ 2 + 4 * v ^ 2) := by positivity
  have h : ‖-(w : ℂ) + 2 * v * I‖ ^ 2 = w ^ 2 + 4 * v ^ 2 := by
    rw [Complex.sq_norm, Complex.normSq_apply]
    simp
    ring
  have hn : ‖-(w : ℂ) + 2 * v * I‖ = √(w ^ 2 + 4 * v ^ 2) := by
    rw [← h, Real.sqrt_sq (norm_nonneg _)]
  rw [branchPoint, norm_div, hn, Complex.norm_real, Real.norm_of_nonneg hD,
    div_mul_cancel₀ _ hS.ne']

/-- For `D ≠ 0` and `v ≠ 0`, a function differentiable at the branch point cannot solve the
secular equation throughout a neighbourhood of it. -/
theorem no_differentiable_level {D v : ℝ} (hD : D ≠ 0) (hv : v ≠ 0) (w : ℝ) {f : ℂ → ℂ}
    (hf : DifferentiableAt ℂ f (branchPoint D v w)) :
    ¬ ∀ᶠ z in 𝓝 (branchPoint D v w),
      (hamiltonian (D : ℂ) v w z - f z • (1 : Matrix (Fin 2) (Fin 2) ℂ)).det = 0 := by
  intro h
  simp only [secular_determinant] at h
  have ha : -(w : ℂ) + 2 * v * I ≠ 0 := fun h =>
    hv (by simpa using congrArg Complex.im h)
  have hz : branchPoint D v w * (-w + 2 * v * I) = D := div_mul_cancel₀ _ ha
  have hz0 : branchPoint D v w ≠ 0 := div_ne_zero (Complex.ofReal_ne_zero.2 hD) ha
  generalize branchPoint D v w = p at *
  have h0 := h.self_of_nhds
  have h1 := hf.hasDerivAt
  have h2 : HasDerivAt (fun z : ℂ => (D : ℂ) + z * w) w p :=
    (hasDerivAt_mul_const (w : ℂ)).const_add (D : ℂ)
  have h3 : HasDerivAt (fun z : ℂ => z * (v : ℂ)) v p := hasDerivAt_mul_const (v : ℂ)
  -- differentiate the secular equation at the branch point
  have hd : HasDerivAt (fun z => f z ^ 2 - (D + z * w) * f z - (z * v) ^ 2)
      (2 * f p * deriv f p - (w * f p + (D + p * w) * deriv f p) - 2 * (p * v) * v) p :=
    (((h1.fun_pow 2).fun_sub (h2.fun_mul h1)).fun_sub (h3.fun_pow 2)).congr_deriv
      (by norm_num)
  have h' : (fun z => f z ^ 2 - (D + z * w) * f z - (z * v) ^ 2) =ᶠ[𝓝 p] fun _ => 0 := h
  have hd0 := hd.unique ((hasDerivAt_const p (0 : ℂ)).congr_of_eventuallyEq h')
  have ht : (D : ℂ) + p * w = 2 * v * I * p := by linear_combination -hz
  -- the energy is a double root there
  have he : 2 * f p - (D + p * w) = 0 := by
    have hsq : (2 * f p - (D + p * w)) ^ 2 = 0 := by
      linear_combination 4 * h0 + (D + p * w + 2 * v * I * p) * ht +
        4 * (v : ℂ) ^ 2 * p ^ 2 * Complex.I_sq
    exact pow_eq_zero_iff (two_ne_zero) |>.1 hsq
  have hfin : (v : ℂ) * p * (-w + 2 * v * I) = 0 := by
    linear_combination I / 2 * (-2 * hd0 + 2 * deriv f p * he - w * he - w * ht) -
      v * w * p * Complex.I_sq
  exact mul_ne_zero (mul_ne_zero (Complex.ofReal_ne_zero.2 hv) hz0) ha hfin

/-- For `D > 0` and `v ≠ 0`, no power series for the lower energy converges on a disc of
radius greater than `D / √(w² + 4 v²)`. -/
theorem no_energySeries {D v w R : ℝ} (hD : 0 < D) (hv : v ≠ 0)
    (hR : branchRadius D v w < R) : ¬ ∃ c, IsEnergySeries D v w R c := by
  rintro ⟨c, hsum, ε, hε, hlow⟩
  obtain ⟨r, hr, hrR⟩ := exists_between hR
  have hS : 0 < √(w ^ 2 + 4 * v ^ 2) := by positivity
  have hr0 : 0 < r := (div_pos hD hS).trans hr
  have hnr : ‖(r : ℂ)‖ = r := by rw [Complex.norm_real, Real.norm_of_nonneg hr0.le]
  have hp : branchPoint D v w ∈ Metric.ball (0 : ℂ) r := by
    rw [mem_ball_zero_iff, (eq_div_iff hS.ne').2 (norm_branchPoint_mul hD.le hv w)]
    exact hr
  obtain ⟨F, hFdef⟩ : ∃ F : ℂ → ℂ, F = fun z => ∑' n, c n * z ^ n := ⟨_, rfl⟩
  -- the sum of the series is holomorphic on the disc
  have hF : DifferentiableOn ℂ F (Metric.ball 0 r) := by
    rw [hFdef]
    refine differentiableOn_tsum_of_summable_norm (hsum r (by rwa [hnr])).norm
      (fun n => by fun_prop) Metric.isOpen_ball (fun n z hz => ?_)
    have hzr : ‖z‖ ≤ ‖(r : ℂ)‖ := by
      rw [hnr]
      exact (mem_ball_zero_iff.1 hz).le
    rw [norm_mul, norm_mul, norm_pow, norm_pow]
    gcongr
  have hg : DifferentiableOn ℂ (fun z => F z ^ 2 - (D + z * w) * F z - (z * v) ^ 2)
      (Metric.ball 0 r) := by fun_prop
  have hreal : ∀ᶠ x : ℝ in 𝓝[≠] 0,
      F x ^ 2 - (D + x * w) * F x - ((x : ℂ) * v) ^ 2 = 0 := by
    filter_upwards [nhdsWithin_le_nhds (Metric.ball_mem_nhds (0 : ℝ) hε)] with x hx
    have hFx : F x = (lowerEnergy D v w x : ℂ) := by
      rw [hFdef]
      exact (hlow x (by simpa using hx)).tsum_eq
    have hs := Real.sq_sqrt (show 0 ≤ (D + x * w) ^ 2 + 4 * (x * v) ^ 2 by positivity)
    have hl : lowerEnergy D v w x ^ 2 - (D + x * w) * lowerEnergy D v w x -
        (x * v) ^ 2 = 0 := by
      unfold lowerEnergy
      linear_combination hs / 4
    rw [hFx]
    exact_mod_cast hl
  have hT : Tendsto (fun x : ℝ => (x : ℂ)) (𝓝[≠] 0) (𝓝[≠] 0) := by
    refine tendsto_nhdsWithin_of_tendsto_nhds_of_eventually_within _
      ((Complex.continuous_ofReal.tendsto' 0 0 (by simp)).mono_left nhdsWithin_le_nhds) ?_
    filter_upwards [self_mem_nhdsWithin] with x hx
    exact Complex.ofReal_ne_zero.2 hx
  -- identity theorem: the secular equation holds on the whole disc
  have heq := (hg.analyticOnNhd Metric.isOpen_ball).eqOn_zero_of_preconnected_of_frequently_eq_zero
    (convex_ball (0 : ℂ) r).isPreconnected (Metric.mem_ball_self hr0)
    (hT.frequently hreal.frequently)
  have hnhds := Metric.isOpen_ball.mem_nhds hp
  refine no_differentiable_level hD.ne' hv w (hF.differentiableAt hnhds) ?_
  filter_upwards [hnhds] with z hz
  rw [secular_determinant]
  exact heq hz

end

end AvoidedCrossing
```

```lean
#print axioms AvoidedCrossing.eigenvalue_iff
-- 'AvoidedCrossing.eigenvalue_iff' depends on axioms: [propext, Classical.choice, Quot.sound]
#print axioms AvoidedCrossing.lower_lt_upper
-- 'AvoidedCrossing.lower_lt_upper' depends on axioms: [propext, Classical.choice, Quot.sound]
#print axioms AvoidedCrossing.no_energySeries
-- 'AvoidedCrossing.no_energySeries' depends on axioms: [propext, Classical.choice, Quot.sound]
```

`secular_determinant` expands the determinant. `eigenvalue_iff` turns the existence of a nonzero eigenvector into a vanishing determinant and factors it, so the two formulas are exactly the eigenvalues. `lower_lt_upper` shows \(\Delta>0\) for real \(x\), and `norm_branchPoint_mul` computes \(|p|\).

`no_differentiable_level` is the local contradiction at \(p\). There `hd` differentiates the secular expression, `hd0` sets that derivative to zero, `ht` is \(D+pw=2ivp\), and `he` is the double root. The `linear_combination` in `hfin` combines them into \(vp(-w+2iv)=0\), a product of nonzero factors.

`no_energySeries` picks \(r\) with \(|p|<r<R\). Convergence at \(z=r\) dominates the series on the disc \(|z|<r\), which makes its sum holomorphic (`hF`). `hreal` is the secular equation at small real \(x\neq0\), `heq` extends it to the disc by the identity theorem, and the local lemma then applies at \(p\).
